# Bounds, limits and the $2k_F$ singularity of the static Lindhard function

Let $q$ be a wave number and $k_F$ the Fermi wave number of a uniform three-dimensional electron gas at zero temperature, and put $x = q/(2k_F)$. The static density response of the non-interacting gas is $\chi_0(q) = -N(E_F)\,F(x)$, where $N(E_F)$ is the density of states per volume at the Fermi level and

$$F(x) = \frac12 + \frac{1-x^2}{4x}\,\ln\left|\frac{1+x}{1-x}\right| .$$

This normalisation makes $F \to 1$ as $q \to 0$. The closed formula is the starting point here; its derivation from the integral over the Fermi sea is not part of the development. All quantities are real numbers.

```lean
import Mathlib

open Filter Topology

namespace StaticLindhard

noncomputable section
```

At $x = 1$ the logarithm is singular, and $F(1)$ is set to $1/2$, the value that makes $F$ continuous there.

```lean
/-- The static Lindhard function of the three-dimensional electron gas, with `x = q / (2 k_F)`;
at `x = 1` it is given the value `1/2`. -/
def lindhard (x : ℝ) : ℝ :=
  if x = 1 then 1 / 2
  else 1 / 2 + (1 - x ^ 2) / (4 * x) * Real.log |(1 + x) / (1 - x)|
```

Apart from `lindhard_of_ne`, which only unfolds the definition, every theorem below takes $x > 0$ or a limit at a positive point or at infinity. This matters because Lean's division by zero gives `lindhard 0` the value $1/2$ and not the physical limit $1$.

The random-phase approximation (RPA) builds the static dielectric function from this non-interacting response:

$$\varepsilon(q) = 1 + \frac{\kappa^2}{q^2}\,F\!\left(\frac{q}{2k_F}\right).$$

The constant $\kappa$ is the Thomas-Fermi wave number, the inverse of the screening length for slowly varying charges. In a real electron gas the density fixes both $\kappa$ and $k_F$; the definition leaves them independent.

```lean
/-- The static RPA dielectric function of the electron gas at wave number `q`, with Thomas-Fermi
wave number `κ` and Fermi wave number `kF`. -/
def rpaDielectric (κ kF q : ℝ) : ℝ :=
  1 + κ ^ 2 / q ^ 2 * lindhard (q / (2 * kF))
```

Away from $x=1$ the definition reduces to the logarithmic formula.

```lean
/-- Away from `x = 1` the Lindhard function is given by the logarithmic formula. -/
theorem lindhard_of_ne {x : ℝ} (hx : x ≠ 1) :
    lindhard x = 1 / 2 + (1 - x ^ 2) / (4 * x) * Real.log |(1 + x) / (1 - x)| :=
  if_neg hx
```

## One inequality for both sides of $2k_F$

Take $x > 0$ with $x \ne 1$, and write

$$t = \frac{1+x}{|1-x|}, \qquad L = \ln t .$$

Since $|1-x| < 1+x$, we have $t > 1$ and so $L > 0$. For positive $L$,

$$L < \sinh L = \frac12\left(t - \frac1t\right).$$

Multiply by $|1-x^2| = |1-x|(1+x)$:

$$|1-x^2|\,L < \frac{(1+x)^2 - (1-x)^2}{2} = 2x .$$

```lean
/-- For `x > 0` with `x ≠ 1`, the Lindhard logarithm is positive, and its product with `|1 - x²|` is
less than `2x`. -/
theorem log_bounds {x : ℝ} (h0 : 0 < x) (h1 : x ≠ 1) :
    0 < Real.log |(1 + x) / (1 - x)| ∧
      |1 - x ^ 2| * Real.log |(1 + x) / (1 - x)| < 2 * x := by
  have hd : 0 < |1 - x| := abs_pos.mpr (sub_ne_zero.mpr h1.symm)
  have hp : 0 < 1 + x := by linarith
  have ht : 1 < (1 + x) / |1 - x| := by
    rw [lt_div_iff₀ hd, one_mul, abs_lt]
    constructor <;> linarith
  have hL := Real.log_pos ht
  -- the inequality u < sinh u at u = log t
  have hs := Real.self_lt_sinh_iff.mpr hL
  rw [Real.sinh_log (zero_lt_one.trans ht)] at hs
  have key : |1 - x| * (1 + x) * (((1 + x) / |1 - x| - ((1 + x) / |1 - x|)⁻¹) / 2)
      = 2 * x := by
    have h2 := sq_abs (1 - x)
    have hd' := hd.ne'
    have hp' := hp.ne'
    have h3 : |1 - x| * (1 + x) * (((1 + x) / |1 - x| - ((1 + x) / |1 - x|)⁻¹) / 2)
        = ((1 + x) ^ 2 - |1 - x| ^ 2) / 2 := by
      field_simp
    rw [h3, h2]
    ring
  rw [abs_div, abs_of_pos hp, show 1 - x ^ 2 = (1 - x) * (1 + x) by ring, abs_mul,
    abs_of_pos hp]
  exact ⟨hL, (mul_lt_mul_of_pos_left hs (mul_pos hd hp)).trans_eq key⟩
```

In the code, `Real.self_lt_sinh_iff` supplies the inequality, `Real.sinh_log` rewrites $\sinh(\ln t)$ in terms of $t$, and `key` is the algebra of the last display.

For $0 < x < 1$ the factor $1-x^2$ is positive. Dividing $0 < (1-x^2)L < 2x$ by $4x$ gives

$$0 < \frac{1-x^2}{4x}L < \frac12, \qquad\text{hence}\qquad \frac12 < F(x) < 1 .$$

```lean
/-- For `0 < x < 1` the Lindhard function lies strictly between `1/2` and `1`. -/
theorem lindhard_inside {x : ℝ} (h0 : 0 < x) (h1 : x < 1) :
    1 / 2 < lindhard x ∧ lindhard x < 1 := by
  obtain ⟨hL, hU⟩ := log_bounds h0 h1.ne
  have hq : 0 < 1 - x ^ 2 := by nlinarith
  rw [abs_of_pos hq] at hU
  rw [lindhard_of_ne h1.ne, div_mul_eq_mul_div]
  have ha := div_pos (mul_pos hq hL) (by linarith : 0 < 4 * x)
  have hb : (1 - x ^ 2) * Real.log |(1 + x) / (1 - x)| / (4 * x) < 1 / 2 := by
    rw [div_lt_iff₀ (by linarith)]
    linarith
  constructor <;> linarith
```

For $x > 1$ the factor is negative, and the same inequality reads $-2x < (1-x^2)L < 0$. Therefore

$$-\frac12 < \frac{1-x^2}{4x}L < 0, \qquad\text{hence}\qquad 0 < F(x) < \frac12 .$$

```lean
/-- For `x > 1` the Lindhard function lies strictly between `0` and `1/2`. -/
theorem lindhard_outside {x : ℝ} (h1 : 1 < x) :
    0 < lindhard x ∧ lindhard x < 1 / 2 := by
  obtain ⟨hL, hU⟩ := log_bounds (by linarith) h1.ne'
  have hq : 1 - x ^ 2 < 0 := by nlinarith
  rw [abs_of_neg hq] at hU
  rw [lindhard_of_ne h1.ne', div_mul_eq_mul_div]
  have ha := div_neg_of_neg_of_pos (mul_neg_of_neg_of_pos hq hL) (by linarith : 0 < 4 * x)
  have hb : -(1 / 2) < (1 - x ^ 2) * Real.log |(1 + x) / (1 - x)| / (4 * x) := by
    rw [lt_div_iff₀ (by linarith)]
    linarith
  constructor <;> linarith
```

In both proofs `ha` gives the sign of the logarithmic term and `hb` bounds its size.

## The tail at large wave number

Let $x > 1$ and $u = 1/x$, so that $0<u<1$ and $L = \ln(1+u) - \ln(1-u)$. Expand each logarithm to fourth order. The even powers cancel in the difference, which leaves

$$L = 2u + \frac{2u^3}{3} + R, \qquad |R| \le \frac{2u^5}{1-u},$$

because each Taylor remainder is at most $u^5/(1-u)$ in size. Substitution into $F$ gives the exact identity

$$x^2F(x) - \frac13 = \frac{u^2}{6} - \frac{x(x^2-1)}{4}\,R .$$

From $x(x^2-1)u^5 = u^2(1-u^2)$ it follows that

$$\frac{x(x^2-1)}{4}\,|R| \le \frac{u^2(1+u)}{2} \le u^2 .$$

The total error is at most $\frac76u^2$, which is below $2u^2 = 2/x^2$.

```lean
/-- For `x > 1` the quantity `x² F(x)` differs from `1/3` by at most `2 / x²`. -/
theorem lindhard_tail {x : ℝ} (h1 : 1 < x) :
    |x ^ 2 * lindhard x - 1 / 3| ≤ 2 / x ^ 2 := by
  have hx : x ≠ 0 := by linarith
  have hE : ∀ L : ℝ, x ^ 2 * (1 / 2 + (1 - x ^ 2) / (4 * x) * L) - 1 / 3
      = x⁻¹ ^ 2 / 6 - x * (x ^ 2 - 1) / 4 * (L - 2 * x⁻¹ - 2 * x⁻¹ ^ 3 / 3) := by
    intro L
    field_simp
    ring
  have hR : 2 / x ^ 2 = 2 * x⁻¹ ^ 2 := by rw [div_eq_mul_inv, inv_pow]
  have hxu : x * x⁻¹ = 1 := mul_inv_cancel₀ hx
  have hu0 : 0 < x⁻¹ := inv_pos.mpr (by linarith)
  rw [lindhard_of_ne h1.ne', hE, hR]
  clear hE hR
  generalize x⁻¹ = u at *
  have hu1 : u < 1 := by nlinarith
  have hne : 1 - u ≠ 0 := by linarith
  have hlog : Real.log |(1 + x) / (1 - x)| = Real.log (1 + u) - Real.log (1 - u) := by
    rw [← Real.log_div (by linarith) hne, abs_div, abs_of_pos (by linarith : 0 < 1 + x),
      abs_of_neg (by linarith : 1 - x < 0)]
    congr 1
    rw [div_eq_div_iff (by linarith) hne]
    linear_combination (-2) * hxu
  -- Taylor polynomials of both logarithms, with remainder
  have e : ∀ v : ℝ, ∑ i ∈ Finset.range 4, v ^ (i + 1) / ((i : ℝ) + 1)
      = v + v ^ 2 / 2 + v ^ 3 / 3 + v ^ 4 / 4 := by
    intro v
    simp only [Finset.sum_range_succ, Finset.sum_range_zero]
    push_cast
    ring
  have hp := Real.abs_log_sub_add_sum_range_le (x := u) (by rwa [abs_of_pos hu0]) 4
  have hm := Real.abs_log_sub_add_sum_range_le (x := -u)
    (by rwa [abs_neg, abs_of_pos hu0]) 4
  rw [e, abs_of_pos hu0] at hp
  rw [e, abs_neg, abs_of_pos hu0, sub_neg_eq_add] at hm
  have hB : x * (x ^ 2 - 1) / 4 * (2 * (u ^ (4 + 1) / (1 - u))) = u ^ 2 * (1 + u) / 2 := by
    have h5 : x * (x ^ 2 - 1) * u ^ 5 = u ^ 2 * (1 + u) * (1 - u) := by
      calc x * (x ^ 2 - 1) * u ^ 5 = (x * u) ^ 3 * u ^ 2 - (x * u) * u ^ 4 := by ring
        _ = u ^ 2 * (1 + u) * (1 - u) := by rw [hxu]; ring
    calc x * (x ^ 2 - 1) / 4 * (2 * (u ^ (4 + 1) / (1 - u)))
        = x * (x ^ 2 - 1) * u ^ 5 / (1 - u) / 2 := by ring
      _ = u ^ 2 * (1 + u) / 2 := by rw [h5, mul_div_cancel_right₀ _ hne]
  generalize u ^ (4 + 1) / (1 - u) = w at *
  obtain ⟨hp1, hp2⟩ := abs_le.mp hp
  obtain ⟨hm1, hm2⟩ := abs_le.mp hm
  rw [hlog]
  have hc : 0 ≤ x * (x ^ 2 - 1) / 4 := by
    have : 0 < x ^ 2 - 1 := by nlinarith
    have : 0 < x := by linarith
    positivity
  have hD1 : Real.log (1 + u) - Real.log (1 - u) - 2 * u - 2 * u ^ 3 / 3 ≤ 2 * w := by
    linarith
  have hD2 : -(2 * w) ≤ Real.log (1 + u) - Real.log (1 - u) - 2 * u - 2 * u ^ 3 / 3 := by
    linarith
  have k1 := mul_le_mul_of_nonneg_left hD1 hc
  have k2 := mul_le_mul_of_nonneg_left hD2 hc
  rw [mul_neg, hB] at k2
  rw [hB] at k1
  have hu3 : u ^ 2 * (1 + u) ≤ u ^ 2 * 2 :=
    mul_le_mul_of_nonneg_left (by linarith) (sq_nonneg u)
  have hu2 := sq_nonneg u
  rw [abs_le]
  constructor <;> linarith
```

Here `hE` is the exact identity and `hlog` splits the logarithm. The two uses of `Real.abs_log_sub_add_sum_range_le`, at $u$ and at $-u$, give the Taylor remainders, and `hB` evaluates the prefactor times the bound on $R$.

## Continuity and the vertical tangent at $2k_F$

For positive $x \ne 1$, factor $1-x^2$ and split the logarithm:

$$F(x) = \frac12 + \frac{1+x}{4x}\Big[(1-x)\ln(1+x) - (1-x)\ln|1-x|\Big].$$

As $x \to 1$, the first term in the bracket vanishes because $1-x$ does, and the second because $y\ln|y| \to 0$ as $y \to 0$. The prefactor tends to $1/2$, so $F(x) \to 1/2$.

```lean
/-- The Lindhard function tends to `1/2` as `x` approaches `1` from either side. -/
theorem lindhard_tendsto_one : Tendsto lindhard (𝓝[≠] 1) (𝓝 (1 / 2)) := by
  have h1 : Continuous (fun x : ℝ => (1 - x) * Real.log (1 - x)) :=
    Real.continuous_mul_log.comp (by fun_prop : Continuous fun x : ℝ => 1 - x)
  have h2 : ContinuousAt (fun x : ℝ => Real.log (1 + x)) 1 :=
    ContinuousAt.log (by fun_prop) (by norm_num)
  have h3 : ContinuousAt (fun x : ℝ => (1 + x) / (4 * x)) 1 :=
    ContinuousAt.div (by fun_prop) (by fun_prop) (by norm_num)
  have h4 : ContinuousAt (fun x : ℝ => 1 - x) 1 := by fun_prop
  have hc : ContinuousAt (fun x : ℝ => 1 / 2 + (1 + x) / (4 * x) *
      ((1 - x) * Real.log (1 + x) - (1 - x) * Real.log (1 - x))) 1 :=
    continuousAt_const.add (h3.mul ((h4.mul h2).sub h1.continuousAt))
  have hv : (1 : ℝ) / 2 + (1 + 1) / (4 * 1) *
      ((1 - 1) * Real.log (1 + 1) - (1 - 1) * Real.log (1 - 1)) = 1 / 2 := by norm_num
  rw [← hv]
  refine (hc.tendsto.mono_left nhdsWithin_le_nhds).congr' ?_
  filter_upwards [eventually_nhdsWithin_of_eventually_nhds (lt_mem_nhds one_pos),
    self_mem_nhdsWithin] with x h0 hx
  have hx' : x ≠ 1 := hx
  rw [lindhard_of_ne hx', Real.log_abs,
    Real.log_div (by linarith) (sub_ne_zero.mpr hx'.symm)]
  ring
```

The filter `𝓝[≠] 1` means that $x$ approaches $1$ from either side without reaching it, so the statement doesn't depend on the value assigned at $x=1$. Lean's `Real.log (1 - x)` equals $\ln|1-x|$ for $x \neq 1$, which lets one expression serve both sides. The proof shows that the split expression is continuous at $1$ and then identifies it with $F$ at nearby points.

The slope behaves differently. Dividing by $x-1$ removes the factor that tamed the logarithm:

$$\frac{F(x)-\frac12}{x-1} = \frac{1+x}{4x}\Big[\ln|1-x| - \ln(1+x)\Big] \longrightarrow -\infty ,$$

since the prefactor tends to $1/2$ and the bracket to $-\infty$. The graph of $F$ is continuous at $q = 2k_F$ but has a vertical tangent there.

```lean
/-- The difference quotient of the Lindhard function at `x = 1` tends to minus infinity. -/
theorem kohn_anomaly :
    Tendsto (fun x => (lindhard x - 1 / 2) / (x - 1)) (𝓝[≠] 1) atBot := by
  have h3 : ContinuousAt (fun x : ℝ => (1 + x) / (4 * x)) 1 :=
    ContinuousAt.div (by fun_prop) (by fun_prop) (by norm_num)
  have h2 : ContinuousAt (fun x : ℝ => -Real.log (1 + x)) 1 :=
    (ContinuousAt.log (by fun_prop) (by norm_num)).neg
  have hl : Tendsto Real.log (𝓝[≠] 0) atBot := Real.tendsto_log_nhdsNE_zero
  have hs : Tendsto (fun x : ℝ => 1 - x) (𝓝[≠] 1) (𝓝[≠] 0) := by
    refine tendsto_nhdsWithin_iff.mpr ⟨?_, ?_⟩
    · have h : ContinuousAt (fun x : ℝ => 1 - x) 1 := by fun_prop
      rw [← sub_self (1 : ℝ)]
      exact h.tendsto.mono_left nhdsWithin_le_nhds
    · filter_upwards [self_mem_nhdsWithin] with x hx
      exact sub_ne_zero.mpr (Ne.symm hx)
  -- a positive prefactor times a logarithm that diverges
  have hg := Tendsto.pos_mul_atBot (by norm_num : (0 : ℝ) < (1 + 1) / (4 * 1))
    (h3.tendsto.mono_left nhdsWithin_le_nhds)
    ((hl.comp hs).atBot_add (h2.tendsto.mono_left nhdsWithin_le_nhds))
  refine hg.congr' ?_
  filter_upwards [eventually_nhdsWithin_of_eventually_nhds (lt_mem_nhds one_pos),
    self_mem_nhdsWithin] with x h0 hx
  have hx' : x ≠ 1 := hx
  rw [lindhard_of_ne hx', Real.log_abs,
    Real.log_div (by linarith) (sub_ne_zero.mpr hx'.symm), eq_div_iff (sub_ne_zero.mpr hx')]
  simp only [Function.comp_apply]
  ring
```

The target `atBot` stands for $-\infty$, and `Tendsto.pos_mul_atBot` combines the positive prefactor with the diverging bracket. The theorem's Lean name recalls the Kohn anomaly, a feature that this singularity can produce in the phonon dispersion of a metal. What is proved is the vertical tangent of the response function; phonons do not enter.

## The bounds and limits together

The error bound for the tail gives the remaining limit, because

$$\left|x^2F(x) - \frac13\right| \le \frac{2}{x^2} \longrightarrow 0 \qquad (x \to \infty).$$

The next theorem collects the two pairs of bounds and the two limits.

```lean
/-- The static Lindhard function lies in `(1/2, 1)` for `0 < x < 1` and in `(0, 1/2)` for `x > 1`,
tends to `1/2` at `x = 1`, and `x² F(x)` tends to `1/3` at infinity. -/
theorem lindhard_bounds_and_limits :
    (∀ x, 0 < x → x < 1 → 1 / 2 < lindhard x ∧ lindhard x < 1) ∧
    (∀ x, 1 < x → 0 < lindhard x ∧ lindhard x < 1 / 2) ∧
    Tendsto lindhard (𝓝[≠] 1) (𝓝 (1 / 2)) ∧
    Tendsto (fun x => x ^ 2 * lindhard x) atTop (𝓝 (1 / 3)) := by
  refine ⟨fun x => lindhard_inside, fun x => lindhard_outside, lindhard_tendsto_one, ?_⟩
  have h0 : Tendsto (fun x : ℝ => 2 / x ^ 2) atTop (𝓝 0) :=
    (tendsto_pow_atTop two_ne_zero).const_div_atTop 2
  have h : Tendsto (fun x => x ^ 2 * lindhard x - 1 / 3) atTop (𝓝 0) := by
    refine squeeze_zero_norm' ?_ h0
    filter_upwards [eventually_gt_atTop 1] with x hx
    exact lindhard_tail hx
  exact tendsto_sub_nhds_zero_iff.mp h
```

Its four clauses are, in order, the bounds for $0<x<1$, the bounds for $x>1$, the limit at $x=1$ and the limit of $x^2F(x)$, where `atTop` means $x \to \infty$. The last is obtained by squeezing the difference from $1/3$ with `squeeze_zero_norm'`.

## RPA screening is weaker than Thomas-Fermi screening

Let $\kappa$, $k_F$ and $q$ be positive. Then $x = q/(2k_F)$ is positive, and $0 < F(x) < 1$ in each of the cases $x<1$, $x=1$ and $x>1$. Multiplying by $\kappa^2/q^2 > 0$ and adding $1$ gives

$$1 < \varepsilon(q) < 1 + \frac{\kappa^2}{q^2} .$$

The upper bound is the Thomas-Fermi dielectric function, in which $F$ is replaced by its long-wavelength value $1$. In the static, uniform electron gas at zero temperature, the RPA therefore screens a test charge at every finite wavelength, but less than a Thomas-Fermi model with the same $\kappa$ does.

```lean
/-- For positive `κ` and `kF`, at every wave number `q > 0` the static RPA dielectric function lies
strictly between `1` and the Thomas-Fermi value `1 + κ²/q²`. -/
theorem rpaDielectric_bounds {κ kF q : ℝ} (hκ : 0 < κ) (hk : 0 < kF) (hq : 0 < q) :
    1 < rpaDielectric κ kF q ∧ rpaDielectric κ kF q < 1 + κ ^ 2 / q ^ 2 := by
  have hx : 0 < q / (2 * kF) := by positivity
  have hF : 0 < lindhard (q / (2 * kF)) ∧ lindhard (q / (2 * kF)) < 1 := by
    rcases lt_trichotomy (q / (2 * kF)) 1 with h | h | h
    · have := lindhard_inside hx h
      constructor <;> linarith
    · rw [h, lindhard, if_pos rfl]
      norm_num
    · have := lindhard_outside h
      constructor <;> linarith
  have hc : 0 < κ ^ 2 / q ^ 2 := by positivity
  have ha := mul_pos hc hF.1
  have hb := mul_lt_mul_of_pos_left hF.2 hc
  unfold rpaDielectric
  constructor <;> linarith

end

end StaticLindhard
```

The proof follows the three cases through `lt_trichotomy`; the middle one uses the assigned value $F(1) = 1/2$. The theorem does not cover frequency dependence, exchange-correlation corrections to the response, or the crystal lattice.

```lean
#print axioms StaticLindhard.kohn_anomaly
#print axioms StaticLindhard.lindhard_bounds_and_limits
#print axioms StaticLindhard.rpaDielectric_bounds
```

```
'StaticLindhard.kohn_anomaly' depends on axioms: [propext, Classical.choice, Quot.sound]
'StaticLindhard.lindhard_bounds_and_limits' depends on axioms: [propext, Classical.choice, Quot.sound]
'StaticLindhard.rpaDielectric_bounds' depends on axioms: [propext, Classical.choice, Quot.sound]
```

## Values at $q = k_F$ and $q = 4k_F$

These wave numbers correspond to $x = 1/2$ and $x = 2$, and in both cases the logarithm is $\ln 3 \approx 1.0986$:

$$F\!\left(\tfrac12\right) = \frac12 + \frac38\ln 3 \approx 0.912, \qquad F(2) = \frac12 - \frac38\ln 3 \approx 0.088 .$$

The first lies between $1/2$ and $1$, the second between $0$ and $1/2$. At $x=2$ the tail quantity is $x^2F(x) \approx 0.352$, which differs from $1/3$ by about $0.019$; the proved bound allows $2/x^2 = 0.5$, so it is far from sharp here.

For illustration take $\kappa = k_F$. At $q = k_F$ the dielectric function is $\varepsilon \approx 1.912$, against the Thomas-Fermi value $2$. At $q = 4k_F$ it is $1 + 0.088/16 \approx 1.0055$, against $1 + 1/16 = 1.0625$.
